# Angular gradient integrals of three zonal harmonics reduce to their triple-product integral

Inside a PAW augmentation sphere, the kinetic energy density used by a meta-GGA functional contains scalar products of gradients of partial waves, and its expansion in spherical harmonics contains integrals of the scalar product of two angular gradients against a third harmonic. When all three harmonics are symmetric about the same axis, such an integral is the integral of their plain product times a factor fixed by the three eigenvalues.

```lean
import Mathlib

namespace ZonalGradientGaunt

/-- The angular Laplacian on axially symmetric functions, written in the cosine `x` of the
polar angle: `((1 - x²) f')'`. -/
noncomputable def zonalLaplacian (f : ℝ → ℝ) (x : ℝ) : ℝ :=
  deriv (fun y => (1 - y ^ 2) * deriv f y) x

/-- A twice continuously differentiable function that solves `((1 - x²) f')' = -a f`
on `[-1, 1]`. -/
structure IsZonalMode (a : ℝ) (f : ℝ → ℝ) : Prop where
  smooth : ContDiff ℝ 2 f
  eigen : ∀ x ∈ Set.Icc (-1 : ℝ) 1, zonalLaplacian f x = -a * f x

/-- A twice continuously differentiable function and its first derivative are differentiable,
and its second derivative is continuous. -/
theorem regularity {f : ℝ → ℝ} (hf : ContDiff ℝ 2 f) :
    Differentiable ℝ f ∧ Differentiable ℝ (deriv f) ∧ Continuous (deriv (deriv f)) := by
  have h : ContDiff ℝ (1 + 1) f := by
    rw [one_add_one_eq_two]
    exact hf
  have h' := contDiff_succ_iff_deriv.1 h
  have h1 := contDiff_one_iff_deriv.1 h'.2.2
  exact ⟨h'.1, h1.1, h1.2⟩

/-- The zonal Laplacian in expanded form, `(1 - x²) f'' - 2 x f'`, is the derivative of the
angular flux `(1 - x²) f'`. -/
theorem hasDerivAt_flux {f : ℝ → ℝ} (hf : ContDiff ℝ 2 f) (x : ℝ) :
    HasDerivAt (fun y => (1 - y ^ 2) * deriv f y)
      ((1 - x ^ 2) * deriv (deriv f) x - 2 * x * deriv f x) x := by
  have h1 : HasDerivAt (fun y : ℝ => 1 - y ^ 2) (-(2 * x)) x := by
    simpa using (hasDerivAt_pow 2 x).const_sub 1
  refine (h1.fun_mul ((regularity hf).2.1 x).hasDerivAt).congr_deriv ?_
  ring

/-- For any three twice continuously differentiable functions, the integral of the angular gradient
product `(1 - x²) f' g'` against `h` is half the integral of `f g Lh - g h Lf - f h Lg`, where `L`
is the zonal Laplacian and both integrals run over `[-1, 1]`. -/
theorem gradient_integral_eq_laplacians {f g h : ℝ → ℝ}
    (hf : ContDiff ℝ 2 f) (hg : ContDiff ℝ 2 g) (hh : ContDiff ℝ 2 h) :
    ∫ x in (-1 : ℝ)..1, (1 - x ^ 2) * deriv f x * deriv g x * h x =
      1 / 2 * ∫ x in (-1 : ℝ)..1, (f x * g x * zonalLaplacian h x
        - g x * h x * zonalLaplacian f x - f x * h x * zonalLaplacian g x) := by
  have flux : ∀ {u : ℝ → ℝ}, ContDiff ℝ 2 u → ∀ x,
      HasDerivAt (fun y => (1 - y ^ 2) * deriv u y) (zonalLaplacian u x) x :=
    fun hu x => (hasDerivAt_flux hu x).differentiableAt.hasDerivAt
  have contL : ∀ {u : ℝ → ℝ}, ContDiff ℝ 2 u → Continuous (zonalLaplacian u) := by
    intro u hu
    have e : zonalLaplacian u =
        fun x => (1 - x ^ 2) * deriv (deriv u) x - 2 * x * deriv u x :=
      funext fun x => (hasDerivAt_flux hu x).deriv
    have c1 := (regularity hu).2.1.continuous
    have c2 := (regularity hu).2.2
    rw [e]
    fun_prop
  have df := fun x => ((regularity hf).1 x).hasDerivAt
  have dg := fun x => ((regularity hg).1 x).hasDerivAt
  have dh := fun x => ((regularity hh).1 x).hasDerivAt
  -- the current whose divergence contains the gradient product
  have hF : ∀ x : ℝ, HasDerivAt
      (fun y => (1 - y ^ 2) * deriv f y * (g y * h y) + (1 - y ^ 2) * deriv g y * (f y * h y)
        - (1 - y ^ 2) * deriv h y * (f y * g y))
      (2 * ((1 - x ^ 2) * deriv f x * deriv g x * h x) - (f x * g x * zonalLaplacian h x
        - g x * h x * zonalLaplacian f x - f x * h x * zonalLaplacian g x)) x := by
    intro x
    refine ((((flux hf x).fun_mul ((dg x).fun_mul (dh x))).fun_add
      ((flux hg x).fun_mul ((df x).fun_mul (dh x)))).fun_sub
      ((flux hh x).fun_mul ((df x).fun_mul (dg x)))).congr_deriv ?_
    ring
  have cf := hf.continuous
  have cg := hg.continuous
  have ch := hh.continuous
  have cf' := (regularity hf).2.1.continuous
  have cg' := (regularity hg).2.1.continuous
  have lf := contL hf
  have lg := contL hg
  have lh := contL hh
  have cA : Continuous fun x : ℝ => 2 * ((1 - x ^ 2) * deriv f x * deriv g x * h x) := by
    fun_prop
  have cB : Continuous fun x : ℝ => f x * g x * zonalLaplacian h x
      - g x * h x * zonalLaplacian f x - f x * h x * zonalLaplacian g x := by
    fun_prop
  -- the current vanishes at both poles
  have key : ∫ x in (-1 : ℝ)..1, (2 * ((1 - x ^ 2) * deriv f x * deriv g x * h x)
      - (f x * g x * zonalLaplacian h x
        - g x * h x * zonalLaplacian f x - f x * h x * zonalLaplacian g x)) = 0 :=
    (intervalIntegral.integral_eq_sub_of_hasDerivAt (fun x _ => hF x)
      ((cA.sub cB).intervalIntegrable _ _)).trans (by norm_num)
  rw [intervalIntegral.integral_sub (cA.intervalIntegrable _ _) (cB.intervalIntegrable _ _),
    intervalIntegral.integral_const_mul] at key
  linarith

/-- For three zonal modes with constants `a`, `b`, `c`, the integral of `(1 - x²) f' g' h` is `(a +
b - c) / 2` times the integral of `f g h`. -/
theorem gradient_gaunt {a b c : ℝ} {f g h : ℝ → ℝ}
    (hf : IsZonalMode a f) (hg : IsZonalMode b g) (hh : IsZonalMode c h) :
    ∫ x in (-1 : ℝ)..1, (1 - x ^ 2) * deriv f x * deriv g x * h x =
      (a + b - c) / 2 * ∫ x in (-1 : ℝ)..1, f x * g x * h x := by
  have e : ∫ x in (-1 : ℝ)..1, (f x * g x * zonalLaplacian h x
        - g x * h x * zonalLaplacian f x - f x * h x * zonalLaplacian g x) =
      ∫ x in (-1 : ℝ)..1, (a + b - c) * (f x * g x * h x) := by
    refine intervalIntegral.integral_congr fun x hx => ?_
    rw [Set.uIcc_of_le (by norm_num)] at hx
    simp only [hf.eigen x hx, hg.eigen x hx, hh.eigen x hx]
    ring
  rw [gradient_integral_eq_laplacians hf.smooth hg.smooth hh.smooth, e,
    intervalIntegral.integral_const_mul]
  ring

/-- The constant function `1` is a zonal mode with constant `0`. -/
theorem isZonalMode_one : IsZonalMode 0 (fun _ => 1) :=
  ⟨contDiff_const, fun x _ => by simp [zonalLaplacian]⟩

/-- Zonal modes with different constants are orthogonal on `[-1, 1]`. -/
theorem orthogonal {a b : ℝ} {f g : ℝ → ℝ} (hf : IsZonalMode a f) (hg : IsZonalMode b g)
    (hab : a ≠ b) : ∫ x in (-1 : ℝ)..1, f x * g x = 0 := by
  -- `gradient_gaunt` with a constant function in a differentiated slot
  have key := gradient_gaunt hf isZonalMode_one hg
  simp only [deriv_const, mul_zero, zero_mul, mul_one, intervalIntegral.integral_zero,
    add_zero] at key
  rcases mul_eq_zero.1 key.symm with h | h
  · exact absurd (by linarith) hab
  · exact h

/-- The overlap of the angular gradients of two zonal modes is `a` times the overlap of the
modes, where `a` is the constant of the first one. -/
theorem gradient_overlap {a b : ℝ} {f g : ℝ → ℝ}
    (hf : IsZonalMode a f) (hg : IsZonalMode b g) :
    ∫ x in (-1 : ℝ)..1, (1 - x ^ 2) * deriv f x * deriv g x =
      a * ∫ x in (-1 : ℝ)..1, f x * g x := by
  have key := gradient_gaunt hf hg isZonalMode_one
  simp only [mul_one, sub_zero] at key
  by_cases hab : a = b
  · rw [key, ← hab]
    ring
  · rw [key, orthogonal hf hg hab, mul_zero, mul_zero]

/-- The functions `x` and `(3 x² - 1) / 2` are zonal modes with constants `2` and `6`, and the
gradient integral with `f = g = x` and `h = (3 x² - 1) / 2` equals `-4/15`. -/
theorem gradient_gaunt_witness :
    IsZonalMode 2 (fun x => x) ∧ IsZonalMode 6 (fun x => (3 * x ^ 2 - 1) / 2) ∧
    ∫ x in (-1 : ℝ)..1, (1 - x ^ 2) * deriv (fun y : ℝ => y) x * deriv (fun y : ℝ => y) x
      * ((3 * x ^ 2 - 1) / 2) = -4 / 15 := by
  have d1 : deriv (fun y : ℝ => y) = fun _ => 1 := funext fun x => (hasDerivAt_id' x).deriv
  have d2 : deriv (fun y : ℝ => (3 * y ^ 2 - 1) / 2) = fun y => 3 * y := by
    funext x
    refine (((((hasDerivAt_pow 2 x).const_mul 3).sub_const 1).div_const 2).congr_deriv ?_).deriv
    simp only [Nat.cast_ofNat, Nat.reduceSub, pow_one]
    ring
  have d3 : ∀ x : ℝ, deriv (fun y : ℝ => 3 * y) x = 3 := fun x =>
    (((hasDerivAt_id' x).const_mul (3 : ℝ)).congr_deriv (mul_one 3)).deriv
  refine ⟨⟨contDiff_id, fun x _ => ?_⟩, ⟨by fun_prop, fun x _ => ?_⟩, ?_⟩
  · refine (hasDerivAt_flux contDiff_id x).deriv.trans ?_
    change (1 - x ^ 2) * deriv (deriv (fun y : ℝ => y)) x
      - 2 * x * deriv (fun y : ℝ => y) x = -2 * x
    rw [d1, deriv_const]
    ring
  · refine (hasDerivAt_flux (by fun_prop) x).deriv.trans ?_
    rw [d2, d3]
    ring
  · rw [d1]
    -- an explicit antiderivative of the polynomial integrand
    have hP : ∀ x : ℝ, HasDerivAt
        (fun y : ℝ => (-3 / 10) * y ^ 5 + (2 / 3) * y ^ 3 - (1 / 2) * y)
        ((1 - x ^ 2) * 1 * 1 * ((3 * x ^ 2 - 1) / 2)) x := by
      intro x
      refine ((((hasDerivAt_pow 5 x).const_mul (-3 / 10)).fun_add
        ((hasDerivAt_pow 3 x).const_mul (2 / 3))).fun_sub
        ((hasDerivAt_id' x).const_mul (1 / 2))).congr_deriv ?_
      simp only [Nat.cast_ofNat, Nat.reduceSub]
      ring
    have cP : Continuous fun x : ℝ => (1 - x ^ 2) * 1 * 1 * ((3 * x ^ 2 - 1) / 2) := by
      fun_prop
    exact (intervalIntegral.integral_eq_sub_of_hasDerivAt (fun x _ => hP x)
      (cP.intervalIntegrable _ _)).trans (by norm_num)

end ZonalGradientGaunt
```

```lean
#print axioms ZonalGradientGaunt.gradient_integral_eq_laplacians
#print axioms ZonalGradientGaunt.gradient_overlap
```

```
'ZonalGradientGaunt.gradient_integral_eq_laplacians' depends on axioms: [propext, Classical.choice, Quot.sound]
'ZonalGradientGaunt.gradient_overlap' depends on axioms: [propext, Classical.choice, Quot.sound]
```

## The rule and its factor

Let $x=\cos\theta$ be the cosine of the polar angle, and let a prime denote a derivative with respect to $x$. For a twice continuously differentiable function $f$, define

$$
Lf = \big((1-x^2)f'\big)' = (1-x^2)f''-2xf' .
$$

Suppose that $f$, $g$ and $h$ satisfy $Lf=-af$, $Lg=-bg$ and $Lh=-ch$ on $[-1,1]$, with real constants $a$, $b$ and $c$. The theorem `gradient_gaunt` then states that

$$
\int_{-1}^{1}(1-x^2)f'g'h\,dx=\frac{a+b-c}{2}\int_{-1}^{1}fgh\,dx .
$$

The constants belonging to the two differentiated functions enter with a plus sign, and the constant of the undifferentiated function enters with a minus sign.

For Legendre polynomials $P_\ell$ the constant is $\ell(\ell+1)$, not $\ell$. Gaunt's formula gives a closed expression for the integral of three associated Legendre functions; the present rule leaves the triple integral on the right unevaluated and relates the gradient integral to it.

## From the sphere to the interval

On the unit sphere, a function $f(\cos\theta)$ has an angular gradient along the polar direction only, with component $\partial_\theta f=-\sin\theta\,f'(x)$. The scalar product of two such gradients is therefore

$$
\nabla_\Omega f\cdot\nabla_\Omega g=\sin^2\theta\,f'g'=(1-x^2)f'g' .
$$

The surface element is $\sin\theta\,d\theta\,d\varphi$, where $\varphi$ is the azimuthal angle. Integration over $\varphi$ gives $2\pi$, and the remaining integral runs over $x\in[-1,1]$. The common factor $2\pi$ is omitted from both sides of the rule.

If two partial waves have the forms $R(r)f(x)$ and $S(r)g(x)$, with $r$ the distance from the nucleus, the product of their full gradients is

$$
\nabla(Rf)\cdot\nabla(Sg)=\frac{dR}{dr}\frac{dS}{dr}\,fg+\frac{RS}{r^2}(1-x^2)f'g' .
$$

The first term needs the integral of $fgh$ when it is projected on a harmonic $h$. When $f$, $g$ and $h$ are zonal modes, the rule expresses the second term through the same integral, so a table of triple products serves both terms.

In the Lean file, `zonalLaplacian f` is $Lf$, the angular Laplacian restricted to axially symmetric functions. The structure `IsZonalMode a f` has two fields. `smooth` requires $f$ to be twice continuously differentiable on the whole real line, and `eigen` requires $Lf=-af$ at every point of $[-1,1]$, including the poles $x=\pm1$. Nothing is required of the equation outside this interval, and the integrals don't see the function there.

The constant `a` may be any real number, and the zero function is a mode for every `a`. Classically, a mode that is nonzero somewhere on $[-1,1]$ is a multiple of a Legendre polynomial there, which restricts the constant to $\ell(\ell+1)$; the argument below has no need of this classification.

The normalisation of the modes is free, since rescaling any of the three functions changes both sides by the same factor. The rule thus holds with the same $(a+b-c)/2$ for the normalised harmonics $Y_{\ell0}=\sqrt{(2\ell+1)/4\pi}\,P_\ell$.

The theorems treat real functions without azimuthal dependence. Radial functions and the exchange-correlation functional itself do not enter. The same factor holds for spherical harmonics of any azimuthal order $m$, by integration by parts with the full Laplacian on the sphere, but the Lean file does not cover that case.

## A current that vanishes at the poles

The derivation rests on the current

$$
J=(1-x^2)\big(f'gh+g'fh-h'fg\big).
$$

Each of its three terms is an angular flux, such as $(1-x^2)f'$, multiplied by the other two functions. The product rule gives

$$
\begin{aligned}
\big((1-x^2)f'\,gh\big)'&=gh\,Lf+(1-x^2)(f'g'h+f'gh'),\\
\big((1-x^2)g'\,fh\big)'&=fh\,Lg+(1-x^2)(f'g'h+fg'h'),\\
\big((1-x^2)h'\,fg\big)'&=fg\,Lh+(1-x^2)(f'gh'+fg'h').
\end{aligned}
$$

Add the first two lines and subtract the third. The terms with $f'gh'$ and $fg'h'$ cancel, while $f'g'h$ appears twice:

$$
J'=2(1-x^2)f'g'h+gh\,Lf+fh\,Lg-fg\,Lh .
$$

The factor $1-x^2$ makes $J$ vanish at $x=1$ and $x=-1$, so the integral of $J'$ is zero. This gives

$$
\int_{-1}^{1}(1-x^2)f'g'h\,dx=\frac12\int_{-1}^{1}\big(fg\,Lh-gh\,Lf-fh\,Lg\big)\,dx .
$$

No eigenvalue equation has been used yet. Inserting the three equations turns the bracket into $(-c+a+b)fgh$, and the rule follows.

## Orthogonality and the gradient overlap

The constant function $1$ is a mode with constant $0$. Putting it in a differentiated position, with $f$ and $g$ as the other two modes, makes the left side zero:

$$
0=\frac{a-b}{2}\int_{-1}^{1}fg\,dx .
$$

For $a\neq b$ the modes are therefore orthogonal, which is the theorem `orthogonal`.

Putting the constant in the undifferentiated position gives

$$
\int_{-1}^{1}(1-x^2)f'g'\,dx=\frac{a+b}{2}\int_{-1}^{1}fg\,dx .
$$

If $a=b$, the factor is $a$. If $a\neq b$, orthogonality makes both sides zero, and the factor may again be written as $a$. This is `gradient_overlap`. For $f=g=\sqrt{(2\ell+1)/2}\,P_\ell$, which is normalised on $[-1,1]$, the gradient overlap equals $\ell(\ell+1)$. This number appears in the centrifugal term $\hbar^2\ell(\ell+1)/(2\mu r^2)$ of the radial Schrödinger equation for one particle of mass $\mu$ in a central potential.

## A nonzero example with a negative factor

Take $f=g=P_1=x$ and $h=P_2=(3x^2-1)/2$, with constants $2$, $2$ and $6$. The factor is $(2+2-6)/2=-1$, and

$$
\int_{-1}^{1}x^2\,\frac{3x^2-1}{2}\,dx=\frac{4}{15},
\qquad
\int_{-1}^{1}(1-x^2)\frac{3x^2-1}{2}\,dx=-\frac{4}{15}.
$$

The theorem `gradient_gaunt_witness` establishes the two mode properties and the second integral. For the normalised functions $Y_{10}$, $Y_{10}$ and $Y_{20}$, integrated over the full sphere, the gradient integral is $-1/\sqrt{5\pi}$.

## What goes wrong without smoothness at the poles

Suppose that smoothness and the eigenvalue equation were required only on the open interval $(-1,1)$. Then

$$
f(x)=\frac12\ln\frac{1+x}{1-x}
$$

would be admitted with $a=0$, because $f'=1/(1-x^2)$ and the flux $(1-x^2)f'$ is constant. Choose $g=x$ with $b=2$, and $h=1$ with $c=0$. The left side of the rule is $\int_{-1}^{1}1\,dx=2$. The right side is

$$
\frac{0+2-0}{2}\int_{-1}^{1}xf(x)\,dx=1 .
$$

The rule fails because the current no longer vanishes at the poles. Here $J=x+(1-x^2)f$, which tends to $1$ at the north pole and to $-1$ at the south pole. Half of the difference between these limits is the missing $1$.

## How the Lean proof follows the current

The lemma `regularity` extracts from twice continuous differentiability what the calculation uses: $f$ and $f'$ are differentiable, and $f''$ is continuous. The lemma `hasDerivAt_flux` applies the product rule to $(1-x^2)f'$ and obtains the expanded form of $Lf$.

The main calculation is `gradient_integral_eq_laplacians`. Its local statement `flux` says that the derivative of the angular flux is `zonalLaplacian`, and `contL` uses the expanded form to show that this Laplacian is continuous. The statement `hF` is the formula for $J'$: the product rule is applied to the three terms of the current, and `ring` confirms the cancellation of the mixed terms.

The statement `key` integrates $J'$ by the fundamental theorem of calculus. Continuity supplies the integrability that this step needs, and `norm_num` evaluates the boundary values to zero. The integral is then split into its gradient part and its Laplacian part, and `linarith` solves for the former.

In `gradient_gaunt`, the eigenvalue equations are inserted under the integral sign. The step `integral_congr` asks for equality of the integrands only on the integration interval, which is where `eigen` supplies the equations. After `ring` has collected the factor $a+b-c$, the constant is taken out of the integral.

The proof of `orthogonal` applies the rule with `isZonalMode_one` in the second position and reads off that one of two factors is zero. The proof of `gradient_overlap` puts the constant in the third position and separates the cases $a=b$ and $a\neq b$, as above.

The example is computed without the rule. After the derivatives of the two polynomials have been found, `hP` verifies that

$$
-\frac{3}{10}x^5+\frac23x^3-\frac12x
$$

is an antiderivative of the integrand, and its values at the two poles give $-4/15$.
